# Reduced Hartree-Fock on finitely many sites at positive temperature: at most one solution for each electron number

At positive temperature, reduced Hartree-Fock on finitely many sites has at most one self-consistent solution with a given electron number, provided that no neutral charge distribution has a negative interaction energy.

Let `n` index a finite orthonormal set of orbitals or sites. One-particle operators are complex matrices over `n`, and \(f(A)\), written `cfc f A`, applies the real function \(f\) to the eigenvalues of a Hermitian \(A\). The spectrum is finite, so \(f\) need not be continuous.

In Lean 4 with Mathlib:

```lean
import Mathlib

open Matrix

namespace ReducedHartreeFock

noncomputable section

variable {n : Type*} [Fintype n] [DecidableEq n]
```

A density matrix \(D\) is self-consistent at chemical potential \(\mu\) if

\[
D = f(H_0 + K(D) - \mu).
\]

Here \(H_0\) is the core Hamiltonian and \(K\) is the mean-field map. The type of `K` makes it real-linear, which excludes nonlinear exchange-correlation potentials.

```lean
/-- The self-consistency condition `D = f(H₀ + K(D) - μ)` for a density matrix `D` with
occupation function `f`, core Hamiltonian `H₀`, mean-field map `K` and chemical potential `μ`. -/
def IsSCF (f : ℝ → ℝ) (H₀ : Matrix n n ℂ) (K : Matrix n n ℂ →ₗ[ℝ] Matrix n n ℂ)
    (μ : ℝ) (D : Matrix n n ℂ) : Prop :=
  D = cfc f (H₀ + K D - μ • (1 : Matrix n n ℂ))
```

The Fermi-Dirac occupation has \(k_B = 1\) and lies between 0 and 1. In a spin-restricted calculation, the factor 2 for spin therefore goes into the interaction, and the number of electrons is twice the trace used below.

```lean
/-- The Fermi-Dirac occupation `1 / (1 + exp(x/T))` at temperature `T > 0`. -/
def fermiDirac (T x : ℝ) : ℝ := 1 / (1 + Real.exp (x / T))
```

The Hartree potential on site \(i\) is \(\sum_j v_{ij} D_{jj}\). There is no exchange, which is what "reduced" means.

```lean
/-- The Hartree potential on a finite set of sites: the diagonal matrix with entries
`∑ j, v i j * D j j`, where `v` is the interaction between sites. -/
def hartree (v : Matrix n n ℝ) : Matrix n n ℂ →ₗ[ℝ] Matrix n n ℂ where
  toFun D := diagonal fun i => ∑ j, (v i j : ℂ) * D j j
  map_add' X Y := by
    rw [diagonal_add]
    congr 1
    ext i
    simp [mul_add, Finset.sum_add_distrib]
  map_smul' c X := by
    rw [← diagonal_smul]
    congr 1
    ext i
    simp only [Matrix.smul_apply, Complex.real_smul, Pi.smul_apply, RingHom.id_apply,
      Finset.mul_sum]
    exact Finset.sum_congr rfl fun j _ => by ring
```

Examples below show what can fail without a Hermitian \(H_0\), a strictly decreasing \(f\), a nonnegative interaction energy or equal traces. They are argued in the text only.

## Hermitian Hamiltonians

Hermiticity gives real levels and orthonormal eigenvectors. Write \(A u_i = a_i u_i\), \(B v_j = b_j v_j\) and \(w_{ij} = |\langle u_i|v_j\rangle|^2\). For any real function \(g\),

\[
\langle u_i|g(A)-g(B)|v_j\rangle = (g(a_i)-g(b_j))\,\langle u_i|v_j\rangle .
\]

Take \(g=f\) and \(g(x)=x\), and insert both resolutions of the identity under the trace:

\[
\mathrm{Tr}[(f(A)-f(B))(A-B)] = \sum_{ij}(f(a_i)-f(b_j))(a_i-b_j)\,w_{ij}.
\]

If \((a_i-b_j)w_{ij}=0\) for all \(i,j\), every matrix element \(\langle u_i|A-B|v_j\rangle\) vanishes, so \(A=B\).

In the proof, `spec` diagonalises, `elem` and `elem'` are the two matrix elements, and `(Uᴴ * V) i j` is \(\langle u_i|v_j\rangle\).

```lean
/-- For Hermitian `A` and `B` there are real numbers `a i`, `b j` and weights `w i j ≥ 0` such that
the trace of `(f(A) - f(B))(A - B)` is the sum of `(f (a i) - f (b j)) * (a i - b j) * w i j`, and
such that `A = B` if `w i j = 0` whenever `a i ≠ b j`. -/
theorem trace_eq_double_sum {A B : Matrix n n ℂ} (hA : A.IsHermitian) (hB : B.IsHermitian)
    (f : ℝ → ℝ) : ∃ (a b : n → ℝ) (w : n → n → ℝ), (∀ i j, 0 ≤ w i j) ∧
      trace ((cfc f A - cfc f B) * (A - B)) =
        ((∑ i, ∑ j, (f (a i) - f (b j)) * (a i - b j) * w i j : ℝ) : ℂ) ∧
      ((∀ i j, (a i - b j) * w i j = 0) → A = B) := by
  -- spectral form of a function of a Hermitian matrix
  have spec : ∀ {M : Matrix n n ℂ}, M.IsHermitian → ∃ (U : Matrix n n ℂ) (a : n → ℝ),
      U * Uᴴ = 1 ∧ Uᴴ * U = 1 ∧
      ∀ g : ℝ → ℝ, cfc g M = U * diagonal (fun i => (g (a i) : ℂ)) * Uᴴ := by
    intro M hM
    refine ⟨hM.eigenvectorUnitary, hM.eigenvalues,
      mem_unitaryGroup_iff.mp hM.eigenvectorUnitary.2,
      mem_unitaryGroup_iff'.mp hM.eigenvectorUnitary.2, fun g => ?_⟩
    rw [hM.cfc_eq, Matrix.IsHermitian.cfc, Unitary.conjStarAlgAut_apply]
    rfl
  obtain ⟨U, a, hU, hU', hfA⟩ := spec hA
  obtain ⟨V, b, hV, hV', hfB⟩ := spec hB
  -- matrix elements between the two eigenbases
  have elem : ∀ (g : ℝ → ℝ) (i j : n), (Uᴴ * (cfc g A - cfc g B) * V) i j =
      ((g (a i) - g (b j) : ℝ) : ℂ) * (Uᴴ * V) i j := by
    intro g i j
    have h : Uᴴ * (cfc g A - cfc g B) * V =
        diagonal (fun i => (g (a i) : ℂ)) * (Uᴴ * V)
          - (Uᴴ * V) * diagonal (fun i => (g (b i) : ℂ)) := by
      rw [hfA, hfB]
      calc _ = (Uᴴ * U) * diagonal (fun i => (g (a i) : ℂ)) * (Uᴴ * V)
            - (Uᴴ * V) * diagonal (fun i => (g (b i) : ℂ)) * (Vᴴ * V) := by noncomm_ring
        _ = _ := by rw [hU', hV', Matrix.one_mul, Matrix.mul_one]
    rw [h, Matrix.sub_apply, diagonal_mul, mul_diagonal, Complex.ofReal_sub]
    ring
  have elem' : ∀ i j, (Uᴴ * (A - B) * V) i j = ((a i - b j : ℝ) : ℂ) * (Uᴴ * V) i j := by
    intro i j
    have h := elem (fun x => x) i j
    have eA : cfc (fun x : ℝ => x) A = A := cfc_id' ℝ A (by exact hA)
    have eB : cfc (fun x : ℝ => x) B = B := cfc_id' ℝ B (by exact hB)
    rwa [eA, eB] at h
  refine ⟨a, b, fun i j => Complex.normSq ((Uᴴ * V) i j),
    fun i j => Complex.normSq_nonneg _, ?_, fun h => ?_⟩
  · -- insert both resolutions of the identity under the trace
    have hY : (A - B)ᴴ = A - B := hA.sub hB
    have h1 : (Uᴴ * (cfc f A - cfc f B) * V) * (Uᴴ * (A - B) * V)ᴴ =
        Uᴴ * ((cfc f A - cfc f B) * (A - B) * U) := by
      rw [conjTranspose_mul, conjTranspose_mul, conjTranspose_conjTranspose, hY]
      generalize cfc f A - cfc f B = X
      generalize A - B = Y
      calc Uᴴ * X * V * (Vᴴ * (Y * U)) = Uᴴ * X * (V * Vᴴ) * (Y * U) := by
            simp only [Matrix.mul_assoc]
        _ = _ := by rw [hV, Matrix.mul_one]; simp only [Matrix.mul_assoc]
    have h2 : trace ((cfc f A - cfc f B) * (A - B)) =
        trace ((Uᴴ * (cfc f A - cfc f B) * V) * (Uᴴ * (A - B) * V)ᴴ) := by
      rw [h1, trace_mul_comm Uᴴ, Matrix.mul_assoc _ U Uᴴ, hU, Matrix.mul_one]
    rw [h2, Matrix.trace, Complex.ofReal_sum]
    refine Finset.sum_congr rfl fun i _ => ?_
    rw [diag_apply, Matrix.mul_apply, Complex.ofReal_sum]
    refine Finset.sum_congr rfl fun j _ => ?_
    rw [conjTranspose_apply, elem, elem', star_mul', Complex.ofReal_mul, Complex.ofReal_mul,
      ← Complex.mul_conj, Complex.star_def, Complex.conj_ofReal]
    ring
  · have h0 : Uᴴ * (A - B) * V = 0 := by
      ext i j
      rw [elem']
      rcases mul_eq_zero.mp (h i j) with h | h
      · simp [h]
      · simp [Complex.normSq_eq_zero.mp h]
    have h3 : A - B = U * (Uᴴ * (A - B) * V) * Vᴴ := by
      calc A - B = (U * Uᴴ) * (A - B) * (V * Vᴴ) := by
            rw [hU, hV, Matrix.one_mul, Matrix.mul_one]
        _ = _ := by simp only [Matrix.mul_assoc]
    rw [h0, Matrix.mul_zero, Matrix.zero_mul] at h3
    exact sub_eq_zero.mp h3
```

For self-consistent solutions, Hermiticity is assumed of \(H_0\) (`hH`) and of \(K(X)\) for Hermitian \(X\) (`hK`). That \(D\) is Hermitian follows from its being a value of `cfc`. Without `hH` uniqueness can fail: `cfc` returns zero for a non-Hermitian matrix, so with \(K=0\) and a non-Hermitian \(H_0\), \(D=0\) would count as a solution at every \(\mu\). Given `hH`, the assumption `hK` is a convenience: if \(H_0+K(D)-\mu\) were not Hermitian, \(D\) would be zero and the matrix would be \(H_0-\mu\), which is Hermitian.

## Strictly decreasing occupations

`StrictAnti f` says that a higher level is always less occupied, as at positive temperature. Then \((f(x)-f(y))(x-y)<0\) whenever \(x\ne y\), so no term of the double sum is positive. If the sum is zero, each term is zero, hence \((a_i-b_j)w_{ij}=0\) throughout and \(A=B\). In the proof, `gap` is the strict inequality and `term` the sign of each summand.

```lean
/-- For Hermitian `A`, `B` and strictly decreasing `f`, the real part of
`Tr[(f(A) - f(B))(A - B)]` is at most zero, and it vanishes exactly when `A = B`. -/
theorem trace_nonpos {A B : Matrix n n ℂ} (hA : A.IsHermitian) (hB : B.IsHermitian)
    {f : ℝ → ℝ} (hf : StrictAnti f) :
    (trace ((cfc f A - cfc f B) * (A - B))).re ≤ 0 ∧
      ((trace ((cfc f A - cfc f B) * (A - B))).re = 0 ↔ A = B) := by
  obtain ⟨a, b, w, hw, hs, hAB⟩ := trace_eq_double_sum hA hB f
  have hre := congrArg Complex.re hs
  rw [Complex.ofReal_re] at hre
  have gap : ∀ x y, x ≠ y → (f x - f y) * (x - y) < 0 := by
    intro x y h
    rcases lt_or_gt_of_ne h with h | h
    · exact mul_neg_of_pos_of_neg (sub_pos.2 (hf h)) (sub_neg.2 h)
    · exact mul_neg_of_neg_of_pos (sub_neg.2 (hf h)) (sub_pos.2 h)
  have term : ∀ i j, (f (a i) - f (b j)) * (a i - b j) * w i j ≤ 0 := by
    intro i j
    refine mul_nonpos_of_nonpos_of_nonneg ?_ (hw i j)
    by_cases h : a i = b j
    · simp [h]
    · exact (gap _ _ h).le
  have row : ∀ i, ∑ j, (f (a i) - f (b j)) * (a i - b j) * w i j ≤ 0 :=
    fun i => Finset.sum_nonpos fun j _ => term i j
  refine ⟨hre ▸ Finset.sum_nonpos fun i _ => row i, fun h => hAB fun i j => ?_, ?_⟩
  · -- a vanishing sum of nonpositive terms vanishes term by term
    rw [hre] at h
    have hi := (Finset.sum_eq_zero_iff_of_nonpos fun i _ => row i).mp h i (Finset.mem_univ i)
    have hj := (Finset.sum_eq_zero_iff_of_nonpos fun j _ => term i j).mp hi j
      (Finset.mem_univ j)
    by_cases hab : a i = b j
    · simp [hab]
    · rw [(mul_eq_zero.mp hj).resolve_left (gap _ _ hab).ne, mul_zero]
  · rintro rfl
    simp
```

At zero temperature \(f\) is a step and the equality case fails. With \(K=0\), every \(\mu\) inside a gap gives the same \(D\), so \(\mu\) is not determined. Among smearing schemes, Gaussian smearing satisfies the hypothesis, while Methfessel-Paxton occupations of order one or higher are not monotone.

## A mean field with nonnegative interaction energy

For a mean field derived from a quadratic energy, \(\mathrm{Tr}(X K(X))\) is twice the interaction energy of the density difference \(X\). For the Coulomb interaction of continuous charge densities this energy is nonnegative. In a site model, repulsive entries \(v_{ij}\ge0\) alone do not ensure this: for two sites with \(v_{11}=v_{22}=0\) and \(v_{12}=v_{21}>0\), the Hartree map and \(X=\mathrm{diag}(1,-1)\) give \(\mathrm{Tr}(XK(X))=-2v_{12}<0\).

Let \(D_1, D_2\) be solutions at \(\mu_1,\mu_2\), with \(X=D_1-D_2\) and \(N_k=\mathrm{Tr}\,D_k\). Put \(A=H_0+K(D_1)-\mu_1\) and \(B=H_0+K(D_2)-\mu_2\). By linearity \(A-B=K(X)-(\mu_1-\mu_2)\), so

\[
\mathrm{Re}\,\mathrm{Tr}[X(A-B)] = \mathrm{Re}\,\mathrm{Tr}(XK(X)) - (\mu_1-\mu_2)(N_1-N_2).
\]

Since \(X=f(A)-f(B)\), the left side is at most zero. If \(\mathrm{Re}\,\mathrm{Tr}(XK(X))\ge0\) and \((\mu_1-\mu_2)(N_1-N_2)\le0\), the right side is at least zero. Both sides then vanish, so \(A=B\) and \(D_1=D_2\), and what remains of \(A-B\) gives \(\mu_1=\mu_2\). In the proof, `hsub` and `htr` are the two identities. `Nonempty n` supplies the diagonal entry from which \(\mu_1=\mu_2\) is read.

```lean
section SCF

variable [Nonempty n] {f : ℝ → ℝ} {H₀ D₁ D₂ : Matrix n n ℂ}
  {K : Matrix n n ℂ →ₗ[ℝ] Matrix n n ℂ} {μ₁ μ₂ : ℝ}

/-- Let `n` be nonempty, `f` strictly decreasing, `H₀` Hermitian and `K` Hermiticity-preserving. Two
self-consistent solutions coincide, with their chemical potentials, if `Re Tr(X K(X)) ≥ 0` for their
difference `X = D₁ - D₂` and `(μ₁ - μ₂)(N₁ - N₂) ≤ 0` for the electron numbers `N = Re Tr D`. -/
theorem scf_comparison (hf : StrictAnti f) (hH : H₀.IsHermitian)
    (hK : ∀ X, X.IsHermitian → (K X).IsHermitian)
    (h₁ : IsSCF f H₀ K μ₁ D₁) (h₂ : IsSCF f H₀ K μ₂ D₂)
    (hpos : 0 ≤ (trace ((D₁ - D₂) * K (D₁ - D₂))).re)
    (hN : (μ₁ - μ₂) * ((trace D₁).re - (trace D₂).re) ≤ 0) : D₁ = D₂ ∧ μ₁ = μ₂ := by
  have herm : ∀ {μ D}, IsSCF f H₀ K μ D →
      (H₀ + K D - μ • (1 : Matrix n n ℂ)).IsHermitian := by
    intro μ D h
    have hD : D.IsHermitian := by
      unfold IsSCF at h
      rw [h]
      exact cfc_predicate f _
    refine (hH.add (hK D hD)).sub ?_
    simp [Matrix.IsHermitian, conjTranspose_smul]
  have hA := herm h₁
  have hB := herm h₂
  have hsub : (H₀ + K D₁ - μ₁ • (1 : Matrix n n ℂ)) - (H₀ + K D₂ - μ₂ • (1 : Matrix n n ℂ)) =
      K (D₁ - D₂) - (μ₁ - μ₂) • (1 : Matrix n n ℂ) := by
    rw [map_sub]
    module
  unfold IsSCF at h₁ h₂
  generalize H₀ + K D₁ - μ₁ • (1 : Matrix n n ℂ) = A at h₁ hA hsub
  generalize H₀ + K D₂ - μ₂ • (1 : Matrix n n ℂ) = B at h₂ hB hsub
  have htr : (trace ((D₁ - D₂) * (A - B))).re = (trace ((D₁ - D₂) * K (D₁ - D₂))).re
      - (μ₁ - μ₂) * ((trace D₁).re - (trace D₂).re) := by
    rw [hsub, Matrix.mul_sub, trace_sub, Matrix.mul_smul, Matrix.mul_one, trace_smul,
      trace_sub D₁ D₂]
    simp only [Complex.sub_re, Complex.smul_re, smul_eq_mul]
  -- the trace is both nonpositive and nonnegative
  obtain ⟨hle, heq⟩ := trace_nonpos hA hB hf
  rw [← h₁, ← h₂] at hle heq
  have hAB : A = B := heq.mp (by linarith)
  have hD : D₁ = D₂ := by rw [h₁, h₂, hAB]
  refine ⟨hD, ?_⟩
  rw [hAB, hD, sub_self, sub_self, map_zero, zero_sub] at hsub
  obtain ⟨i⟩ := ‹Nonempty n›
  have e := congrArg Complex.re (congrFun (congrFun hsub i) i)
  simp only [Matrix.zero_apply, Matrix.neg_apply, Matrix.smul_apply, Matrix.one_apply_eq,
    Complex.neg_re, Complex.smul_re, Complex.one_re, Complex.zero_re, smul_eq_mul] at e
  linarith
```

Attraction can break uniqueness. Take two sites, \(H_0=0\), \(v=-U\,\mathbb 1\) and \(\mu=-U/2\). Then \(D=\mathrm{diag}(\tfrac12+m,\tfrac12-m)\) is self-consistent when \(m=\tfrac12\tanh(Um/2T)\). For \(U>4T\) this has solutions \(m=0\) and \(\pm m_0\ne0\), all with trace 1. Fock exchange with a repulsive interaction also contributes negatively to \(\mathrm{Tr}(XK(X))\), so full Hartree-Fock need not satisfy the condition.

## Equal electron numbers

Fixing the trace fixes the number of electrons. It removes the term with \(\mu_1-\mu_2\), and it makes \(X\) traceless, so \(K\) need only be nonnegative on traceless Hermitian matrices.

```lean
/-- Let `f` be strictly decreasing, `H₀` Hermitian, and `K` Hermiticity-preserving with
`Re Tr(X K(X)) ≥ 0` for traceless Hermitian `X`. If `n` is nonempty, two self-consistent solutions
of equal trace are equal, and so are their chemical potentials. -/
theorem scf_unique (hf : StrictAnti f) (hH : H₀.IsHermitian)
    (hK : ∀ X, X.IsHermitian → (K X).IsHermitian)
    (hpos : ∀ X, X.IsHermitian → trace X = 0 → 0 ≤ (trace (X * K X)).re)
    (h₁ : IsSCF f H₀ K μ₁ D₁) (h₂ : IsSCF f H₀ K μ₂ D₂) (hN : trace D₁ = trace D₂) :
    D₁ = D₂ ∧ μ₁ = μ₂ := by
  have hD : ∀ {μ D}, IsSCF f H₀ K μ D → D.IsHermitian := by
    intro μ D h
    unfold IsSCF at h
    rw [h]
    exact cfc_predicate f _
  refine scf_comparison hf hH hK h₁ h₂ (hpos _ ((hD h₁).sub (hD h₂)) ?_) ?_
  · rw [trace_sub, hN, sub_self]
  · rw [hN, sub_self, mul_zero]
```

Without equal traces, different solutions are expected: with \(K=0\), each \(\mu\) has its own \(D\). If \(K\) is nonnegative on all Hermitian matrices, the electron number still orders the solutions. Were \(\mu_1<\mu_2\) and \(N_1\ge N_2\), the comparison above would force \(\mu_1=\mu_2\).

```lean
/-- Let `f` be strictly decreasing, `H₀` Hermitian, and `K` Hermiticity-preserving with
`Re Tr(X K(X)) ≥ 0` for all Hermitian `X`. If `n` is nonempty, then of two self-consistent solutions
the one with the larger chemical potential holds strictly more electrons. -/
theorem electron_number_strictMono (hf : StrictAnti f) (hH : H₀.IsHermitian)
    (hK : ∀ X, X.IsHermitian → (K X).IsHermitian)
    (hpos : ∀ X, X.IsHermitian → 0 ≤ (trace (X * K X)).re)
    (h₁ : IsSCF f H₀ K μ₁ D₁) (h₂ : IsSCF f H₀ K μ₂ D₂) (hμ : μ₁ < μ₂) :
    (trace D₁).re < (trace D₂).re := by
  have hD : ∀ {μ D}, IsSCF f H₀ K μ D → D.IsHermitian := by
    intro μ D h
    unfold IsSCF at h
    rw [h]
    exact cfc_predicate f _
  by_contra hN
  exact hμ.ne (scf_comparison hf hH hK h₁ h₂ (hpos _ ((hD h₁).sub (hD h₂)))
    (mul_nonpos_of_nonpos_of_nonneg (by linarith) (by linarith))).2
```

## Interaction energy of neutral charge distributions

For the Hartree map, with real site charges \(q_i=X_{ii}\),

\[
\mathrm{Tr}(XK(X))=\sum_{ij}q_i v_{ij} q_j,\qquad \sum_i q_i=0 .
\]

The hypothesis `hv` asks that this be nonnegative for every neutral \(q\). The proof checks that the Fermi-Dirac function is strictly decreasing, that the Hartree potential is Hermitian, and, in `hE`, the formula above.

```lean
/-- Reduced Hartree-Fock on a finite nonempty set of sites at temperature `T > 0`, with Hermitian
`H₀` and an interaction `v` that is nonnegative on neutral charge distributions: two self-consistent
solutions of equal trace have the same density matrix and chemical potential. -/
theorem reducedHartreeFock_unique {T : ℝ} (hT : 0 < T) (hH : H₀.IsHermitian)
    (v : Matrix n n ℝ)
    (hv : ∀ q : n → ℝ, ∑ i, q i = 0 → 0 ≤ ∑ i, ∑ j, q i * v i j * q j)
    (h₁ : IsSCF (fermiDirac T) H₀ (hartree v) μ₁ D₁)
    (h₂ : IsSCF (fermiDirac T) H₀ (hartree v) μ₂ D₂) (hN : trace D₁ = trace D₂) :
    D₁ = D₂ ∧ μ₁ = μ₂ := by
  refine scf_unique ?_ hH ?_ ?_ h₁ h₂ hN
  · intro x y h
    have hexp : Real.exp (x / T) < Real.exp (y / T) :=
      Real.exp_lt_exp.mpr (div_lt_div_of_pos_right h hT)
    exact one_div_lt_one_div_of_lt (by positivity) (by linarith)
  · intro X hX
    have hc : ∀ j, (starRingEnd ℂ) (X j j) = X j j := fun j => hX.apply j j
    change (diagonal _)ᴴ = diagonal _
    rw [diagonal_conjTranspose]
    congr 1
    ext i
    simp [hc]
  · -- the interaction energy depends only on the real site charges
    intro X hX htr
    have him : ∀ j, (X j j).im = 0 := fun j => Complex.conj_eq_iff_im.mp (hX.apply j j)
    have hE : (trace (X * hartree v X)).re =
        ∑ i, ∑ j, (X i i).re * v i j * (X j j).re := by
      change (trace (X * diagonal fun i => ∑ j, (v i j : ℂ) * X j j)).re = _
      simp only [Matrix.trace, diag_apply, mul_diagonal, Finset.mul_sum, Complex.re_sum,
        Complex.mul_re, Complex.ofReal_re, Complex.ofReal_im, him, zero_mul, sub_zero]
      exact Finset.sum_congr rfl fun i _ => Finset.sum_congr rfl fun j _ => by ring
    rw [hE]
    refine hv (fun i => (X i i).re) ?_
    have h := congrArg Complex.re htr
    simpa only [Matrix.trace, diag_apply, Complex.re_sum, Complex.zero_re] using h

end SCF
```

A simple iteration for this finite, exchange-free model diagonalises \(H_0+K(D)\), adjusts \(\mu\) until the trace is \(N\), builds a new \(D\) and mixes it with the old one. Two starting guesses for the same problem that settle on clearly different densities then point to incomplete convergence, a coding error or an interaction that violates `hv`. Uniqueness does not make the iteration converge.

## Problems with a known solution

The uniqueness theorems do not provide a solution. One can be built in: choose a Hermitian \(G\) and set \(H_0=G+\mu-K(f(G))\). Then \(H_0+K(f(G))-\mu=G\), so \(D=f(G)\) is self-consistent.

```lean
/-- For any matrix `G`, the density matrix `f(G)` is self-consistent for the core
Hamiltonian `G + μ - K(f(G))`, which is Hermitian if `G` is Hermitian and `K` preserves
Hermiticity. -/
theorem scf_witness (f : ℝ → ℝ) (K : Matrix n n ℂ →ₗ[ℝ] Matrix n n ℂ) (μ : ℝ)
    (G : Matrix n n ℂ) :
    IsSCF f (G + μ • (1 : Matrix n n ℂ) - K (cfc f G)) K μ (cfc f G) ∧
      (G.IsHermitian → (∀ X, X.IsHermitian → (K X).IsHermitian) →
        (G + μ • (1 : Matrix n n ℂ) - K (cfc f G)).IsHermitian) := by
  constructor
  · have h : G + μ • (1 : Matrix n n ℂ) - K (cfc f G) + K (cfc f G)
        - μ • (1 : Matrix n n ℂ) = G := by abel
    unfold IsSCF
    rw [h]
  · intro hG hK
    refine (hG.add ?_).sub (hK _ (cfc_predicate f G))
    simp [Matrix.IsHermitian, conjTranspose_smul]

end

end ReducedHartreeFock
```

This gives a test for a solver. Under the hypotheses above, a run at electron number \(\mathrm{Tr}\,f(G)\) has only \(f(G)\) as a correct answer.

```lean
#print axioms ReducedHartreeFock.electron_number_strictMono
#print axioms ReducedHartreeFock.reducedHartreeFock_unique
```

```
'ReducedHartreeFock.electron_number_strictMono' depends on axioms: [propext, Classical.choice, Quot.sound]
'ReducedHartreeFock.reducedHartreeFock_unique' depends on axioms: [propext, Classical.choice, Quot.sound]
```
